# A positive scissor shift in the energy denominators alone leaves a positive sum of Born charges

Move all nuclei of a neutral molecule or insulator by the same small distance. The electrons follow, the whole system is merely translated, and its dipole moment does not change. The Born effective charges, which measure the change of the dipole per displacement of each nucleus, must therefore sum to zero. Approximate density functionals often give too small a gap, and a common repair is the scissor correction, which raises all empty states by a constant $s$. Suppose that this shift is put into the energy denominators of the perturbation formula while the matrix elements stay as they were. Do the Born charges still sum to zero?

They do not. For a local potential that moves rigidly with the nuclei, and a finite set of transitions whose oscillator strengths obey the sum rule, the charge left over is positive for every $s>0$, grows strictly with $s$, and lies between two bounds set by the largest and smallest excitation energies. Within this finite model, a non-zero charge sum in a perturbation calculation with such a shift is to be expected, and is not in itself a sign of poor convergence.

## From a rigid displacement to the leftover charge

Use units with $\hbar=m=e=1$ and consider one Cartesian direction. Let $H$ be the electronic Hamiltonian with eigenstates $j$ and energies $\varepsilon_j$, let $k$ be its non-degenerate ground state, and let $x$ be the sum of the coordinates of all $N$ electrons. If the nuclei move by $u$ and a local potential $V$ moves rigidly with them, the perturbation is $-u\sum_i\partial V/\partial x_i$, the sum running over the electrons. This is $u$ times the total force, which for unit mass is the acceleration operator

$$a=-[H,[H,x]].$$

Each commutator with $H$ multiplies a matrix element by an energy difference:

$$[H,x]_{jk}=(\varepsilon_j-\varepsilon_k)x_{jk},\qquad a_{jk}=-(\varepsilon_j-\varepsilon_k)^2x_{jk}.$$

First-order perturbation theory mixes state $j$ into the ground state with amplitude $u\,a_{jk}/(\varepsilon_k-\varepsilon_j)$. Write $E_j=\varepsilon_j-\varepsilon_k>0$ and replace the denominator $-E_j$ by $-(E_j+s)$. For independent electrons this is the scissor shift of the empty states, because $x$ and $a$ then excite only one electron at a time. Transition $j$ then changes the mean of $x$, per unit displacement, by

$$-\frac{2\,\mathrm{Re}(\overline{x_{jk}}\,a_{jk})}{E_j+s}=\frac{2E_j^2|x_{jk}|^2}{E_j+s}=\frac{f_jE_j}{E_j+s},\qquad f_j=2E_j|x_{jk}|^2,$$

where $f_j$ is the oscillator strength. The nuclei carry total charge $N$ and the electrons carry negative charge, so the sum of the Born charges is

$$Q(s)=N-\sum_j\frac{f_jE_j}{E_j+s}.$$

The sum rule $\sum_jf_j=N$ expresses the canonical commutator of position and momentum for $N$ electrons. It holds for a local potential and a complete set of states. Inserting it gives

$$Q(s)=\sum_jf_j\left(1-\frac{E_j}{E_j+s}\right)=\sum_jf_j\frac{s}{E_j+s}.$$

For $0\le s<t$, each fraction increases:

$$\frac{t}{E_j+t}-\frac{s}{E_j+s}=\frac{E_j(t-s)}{(E_j+s)(E_j+t)}>0.$$

Multiplying by $f_j\ge0$ and summing shows that $Q$ does not decrease. Since $N>0$, at least one $f_j$ is positive, and that term makes the increase strict. Without a shift, $Q(0)=0$, so $Q(s)>0$ for $s>0$.

For the bounds, replace every $E_j$ in the denominators by the largest or the smallest excitation energy and use the sum rule once more:

$$\frac{Ns}{E_{\max}+s}\le Q(s)\le\frac{Ns}{E_{\min}+s}.$$

With a single transition the two bounds coincide, and $Q(s)=Ns/(E+s)$. A shift of one quarter of the excitation energy then leaves one fifth of the nuclear charge uncompensated.

Two further facts follow from the first formula for $Q$. As $s\to\infty$ every term of the sum vanishes and $Q(s)\to N$: the electrons no longer respond, and the bare nuclear charge remains. If each $f_j$ is multiplied by $(E_j+s)/E_j$, the factor $E_j/(E_j+s)$ is cancelled and the charge sum is zero again. The rescaled strengths add up to $N+s\sum_jf_j/E_j$, so for $s>0$ they no longer satisfy the sum rule themselves.

## When some oscillator strength is missing

If the sum over excited states is cut off, part of the strength can be lost. Take one transition with $E=1$ and $f=\tfrac12$, but $N=1$. Then $Q(s)=1-\tfrac12/(1+s)$. This is already $\tfrac12$ at $s=0$, and at $s=1$ it equals $\tfrac34$, above the upper bound $\tfrac12$. The upper bound can thus fail when the strengths sum to less than $N$. In such a calculation the leftover charge has two sources, the shift and the missing strength.

## States, transitions and the charge sum in Lean

There are two finite index types: `n` labels the eigenstates of the Hamiltonian, and `ι` labels the transitions that enter the charge sum.

```lean
import Mathlib

open Filter ComplexConjugate

namespace ScissorChargeNeutrality

noncomputable section

variable {n ι : Type*} [Fintype n] [DecidableEq n] [Fintype ι]
```

The Hamiltonian is written in its own eigenbasis, as a diagonal matrix with real entries `ε`. The letter stands for energies here, not for a dielectric constant. The coordinate `x` is an arbitrary complex matrix, and the definition is the double commutator written out.

```lean
/-- The acceleration operator `-[H, [H, x]]` of the electron coordinate `x`, in units with
`m = ħ = 1`, written in the eigenbasis of a Hamiltonian `H` with energies `ε`. -/
def acceleration (ε : n → ℝ) (x : Matrix n n ℂ) : Matrix n n ℂ :=
  -(Matrix.diagonal (fun i => (ε i : ℂ)) *
        (Matrix.diagonal (fun i => (ε i : ℂ)) * x - x * Matrix.diagonal (fun i => (ε i : ℂ))) -
      (Matrix.diagonal (fun i => (ε i : ℂ)) * x - x * Matrix.diagonal (fun i => (ε i : ℂ))) *
        Matrix.diagonal (fun i => (ε i : ℂ)))
```

The strength of a transition has the final state `j` first and the initial state `k` second. `Complex.normSq` is the squared modulus. The prefactor 2 belongs to a single Cartesian direction, without the average over three directions found in many textbooks.

```lean
/-- The oscillator strength `2 (ε j - ε k) |x j k|²` of the transition from `k` to `j`. -/
def strength (ε : n → ℝ) (x : Matrix n n ℂ) (j k : n) : ℝ :=
  2 * (ε j - ε k) * Complex.normSq (x j k)
```

The charge sum is a function of $N$, the energies `E`, the strengths `f` and the shift `s`. It is the sum over all nuclei, in units of the elementary charge, and not the Born charge of one atom. The number $N$ plays two parts: it is the total nuclear charge in this definition, and the electron number in the sum rule assumed later.

```lean
/-- The Born-charge sum of `N` electrons with excitation energies `E` and oscillator strengths
`f`, when a scissor shift `s` enters the energy denominators only.
Its domain is `E j + s ≠ 0` for all `j`. -/
def chargeSum (N : ℝ) (E f : ι → ℝ) (s : ℝ) : ℝ :=
  N - ∑ j, f j * E j / (E j + s)
```

To apply it to the ground state `k`, let `ι` run over the states other than `k`, with `E j` equal to `ε j - ε k` and `f j` equal to `strength ε x j k`. Positive energies then make the strengths nonnegative automatically. The theorems about `chargeSum` accept any families with the stated properties.

Two points separate the theorems from a real calculation. First, a complete set of states is infinite, while the theorems take finitely many transitions that exhaust the sum rule. If the excitation energies have no upper limit, the lower bound shrinks to zero. Second, the perturbation is identified with the acceleration operator, which requires a local potential that moves rigidly with the nuclei. Nonlocal pseudopotentials add further commutator terms, and in a self-consistent calculation with a shift the induced potential need not move rigidly.

## The response of one transition

The first theorem is the double-commutator formula. Multiplication by a diagonal matrix from the left or right scales a matrix element by one energy, which is what `Matrix.diagonal_mul` and `Matrix.mul_diagonal` say. After that, `ring` collects the square.

```lean
/-- A matrix element of the acceleration is minus the squared transition energy times the
matrix element of the coordinate. -/
theorem acceleration_apply (ε : n → ℝ) (x : Matrix n n ℂ) (j k : n) :
    acceleration ε x j k = -(((ε j : ℂ) - (ε k : ℂ)) ^ 2 * x j k) := by
  simp only [acceleration, Matrix.neg_apply, Matrix.sub_apply, Matrix.diagonal_mul,
    Matrix.mul_diagonal]
  ring
```

The second theorem inserts this element into the response formula for one pair of states. The matrix `x` is not assumed Hermitian, so the element $x_{kj}$ of the perturbation formula appears as `conj (x j k)`; for a physical coordinate the two are equal. The intermediate statement `h` shows that the product of the two matrix elements is the real number $-(\varepsilon_j-\varepsilon_k)^2|x_{jk}|^2$. Taking the real part is then immediate, and the remaining algebra is that of the derivation above. Lean sets division by zero to zero, so the equation also holds formally when the shifted denominator vanishes, where it has no physical content.

```lean
/-- The first-order response of the coordinate to the acceleration operator, with the shift `s`
in the denominator only, is the oscillator strength times `ΔE / (ΔE + s)` for each transition
with `ΔE + s ≠ 0`. -/
theorem transition_response (ε : n → ℝ) (x : Matrix n n ℂ) (j k : n) (s : ℝ) :
    -2 * (conj (x j k) * acceleration ε x j k).re / (ε j - ε k + s) =
      strength ε x j k * (ε j - ε k) / (ε j - ε k + s) := by
  -- the product of the two matrix elements is real
  have h : conj (x j k) * acceleration ε x j k =
      ((-((ε j - ε k) ^ 2 * Complex.normSq (x j k)) : ℝ) : ℂ) := by
    rw [acceleration_apply]
    push_cast
    rw [Complex.normSq_eq_conj_mul_self]
    ring
  rw [h, Complex.ofReal_re, strength]
  ring
```

## Inserting the sum rule

The sum rule enters as the hypothesis `hN`. It is assumed and not derived from the matrices. The proof replaces $N$ by the sum of the strengths, merges the two sums into one, and compares them term by term. The denominators may be cleared because $E_j+s>0$. The signs of the strengths play no role yet.

```lean
/-- For positive excitation energies, strengths that sum to `N` and a shift `s ≥ 0`, the
Born-charge sum equals `∑ f s / (E + s)`. -/
theorem chargeSum_eq {N s : ℝ} {E f : ι → ℝ} (hE : ∀ j, 0 < E j)
    (hN : ∑ j, f j = N) (hs : 0 ≤ s) :
    chargeSum N E f s = ∑ j, f j * (s / (E j + s)) := by
  unfold chargeSum
  rw [← hN, ← Finset.sum_sub_distrib]
  refine Finset.sum_congr rfl fun j _ => ?_
  have h : E j + s ≠ 0 := (add_pos_of_pos_of_nonneg (hE j) hs).ne'
  rw [← mul_div_assoc, eq_div_iff h, sub_mul, div_mul_cancel₀ _ h]
  ring
```

## Strict growth when some transitions are dark

`StrictMonoOn` on `Set.Ici 0` means strict increase on the interval $[0,\infty)$. The statement `key` compares the fractions for two shifts $s<t$. Cross-multiplication reduces it to $E_js<E_jt$, and `nlinarith` closes this from the product $E_j(t-s)>0$. The statement `hex` finds a transition with positive strength: if there were none, the sum of the strengths could not be positive.

The last step uses `Finset.sum_lt_sum`, which deserves a closer look. It concludes that one finite sum is strictly smaller than another from two pieces of evidence: every term is at most its partner, and at least one term is strictly smaller. This matches the physics, because a dipole-forbidden transition has $f_j=0$ and contributes zero for both shifts. The related lemma `Finset.sum_lt_sum_of_nonempty` asks for strict inequality in every term and would not apply in the presence of such dark transitions. In the code, the first piece of evidence multiplies `key` by a nonnegative strength, and the second multiplies it by the positive strength found in `hex`.

```lean
/-- For positive excitation energies and nonnegative strengths that sum to `N > 0`, the
Born-charge sum strictly increases with the scissor shift `s ≥ 0`. -/
theorem chargeSum_strictMonoOn {N : ℝ} {E f : ι → ℝ} (hE : ∀ j, 0 < E j)
    (hf : ∀ j, 0 ≤ f j) (hN : ∑ j, f j = N) (hpos : 0 < N) :
    StrictMonoOn (chargeSum N E f) (Set.Ici 0) := by
  intro s hs t ht hst
  have hs' : 0 ≤ s := hs
  have ht' : 0 ≤ t := ht
  rw [chargeSum_eq hE hN hs', chargeSum_eq hE hN ht']
  have key : ∀ j, s / (E j + s) < t / (E j + t) := fun j => by
    have h1 : 0 < E j + s := add_pos_of_pos_of_nonneg (hE j) hs'
    have h2 : 0 < E j + t := add_pos_of_pos_of_nonneg (hE j) ht'
    rw [div_lt_div_iff₀ h1 h2]
    nlinarith [mul_pos (hE j) (sub_pos.2 hst)]
  -- at least one transition carries strength
  have hex : ∃ j, 0 < f j := by
    by_contra! h
    have h0 : ∑ j, f j ≤ 0 := Finset.sum_nonpos fun j _ => h j
    linarith
  obtain ⟨j, hj⟩ := hex
  exact Finset.sum_lt_sum (fun i _ => mul_le_mul_of_nonneg_left (key i).le (hf i))
    ⟨j, Finset.mem_univ j, mul_lt_mul_of_pos_left (key j) hj⟩
```

## Positivity and the two bounds

The main theorem joins the strict growth to the statements for $s>0$. The symbols `⨆ j, E j` and `⨅ j, E j` denote the supremum and infimum of the energies. The family is finite, and it is non-empty because its strengths have a positive sum, so these are the maximum and the minimum.

Positivity comes from comparing the shift $s$ with zero, where the charge sum vanishes. For each bound, the factor $s/(E_{\max}+s)$ or $s/(E_{\min}+s)$ is moved inside the sum of the strengths, and the terms are compared one by one. `le_ciSup` and `ciInf_le` state that each energy is at most the supremum and at least the infimum. They ask for a proof that the energies are bounded, which finiteness supplies.

```lean
/-- For positive excitation energies and nonnegative strengths that sum to `N > 0`, a scissor
shift in the denominators only violates charge neutrality: the Born-charge sum strictly increases
with `s ≥ 0`, and for `s > 0` it is positive and lies between `N s / (max E + s)` and
`N s / (min E + s)`. -/
theorem neutrality_violation {N : ℝ} {E f : ι → ℝ} (hE : ∀ j, 0 < E j)
    (hf : ∀ j, 0 ≤ f j) (hN : ∑ j, f j = N) (hpos : 0 < N) :
    StrictMonoOn (chargeSum N E f) (Set.Ici 0) ∧
      ∀ s, 0 < s → 0 < chargeSum N E f s ∧
        N * s / ((⨆ j, E j) + s) ≤ chargeSum N E f s ∧
        chargeSum N E f s ≤ N * s / ((⨅ j, E j) + s) := by
  have hmono := chargeSum_strictMonoOn hE hf hN hpos
  refine ⟨hmono, fun s hs => ⟨?_, ?_, ?_⟩⟩
  · -- neutrality holds without a shift, and the sum grows from there
    have h0 : chargeSum N E f 0 = 0 := by
      rw [chargeSum_eq hE hN le_rfl]
      simp
    have h := hmono (Set.mem_Ici.2 le_rfl) (Set.mem_Ici.2 hs.le) hs
    rwa [h0] at h
  · -- replace every energy by the largest one
    rw [chargeSum_eq hE hN hs.le, ← hN, mul_div_assoc, Finset.sum_mul]
    refine Finset.sum_le_sum fun j _ => mul_le_mul_of_nonneg_left ?_ (hf j)
    have hle : E j ≤ ⨆ i, E i := le_ciSup (Set.finite_range E).bddAbove j
    exact div_le_div_of_nonneg_left hs.le (add_pos (hE j) hs) (by linarith)
  · -- replace every energy by the smallest one
    rw [chargeSum_eq hE hN hs.le, ← hN, mul_div_assoc, Finset.sum_mul]
    refine Finset.sum_le_sum fun j _ => mul_le_mul_of_nonneg_left ?_ (hf j)
    have hle : ⨅ i, E i ≤ E j := ciInf_le (Set.finite_range E).bddBelow j
    have hmin : 0 ≤ ⨅ i, E i := Real.iInf_nonneg fun i => (hE i).le
    exact div_le_div_of_nonneg_left hs.le (by linarith) (by linarith)
```

## Large shifts and rescaled strengths

The limit needs no sign conditions and no sum rule. Each term is a constant divided by a quantity that grows without bound, so the finite sum of these terms tends to zero and $N$ remains.

```lean
/-- As the scissor shift grows without bound, the Born-charge sum tends to `N`. -/
theorem chargeSum_tendsto (N : ℝ) (E f : ι → ℝ) :
    Tendsto (chargeSum N E f) atTop (nhds N) := by
  have h : Tendsto (fun s : ℝ => ∑ j, f j * E j / (E j + s)) atTop
      (nhds (∑ _j : ι, (0 : ℝ))) :=
    tendsto_finsetSum _ fun j _ =>
      tendsto_const_nhds.div_atTop (tendsto_atTop_add_const_left _ (E j) tendsto_id)
  rw [Finset.sum_const_zero] at h
  have h2 := (tendsto_const_nhds (x := N)).sub h
  rw [sub_zero] at h2
  exact h2
```

The last theorem evaluates the same function `chargeSum` with the rescaled strengths. The statement `h` carries out the cancellation in each term, which leaves the original strength, and the sum rule for the original strengths then gives zero.

```lean
/-- For positive excitation energies, strengths that sum to `N` and a shift `s ≥ 0`, rescaling
each strength by `(E + s) / E` makes the Born-charge sum vanish. -/
theorem neutrality_restored {N s : ℝ} {E f : ι → ℝ} (hE : ∀ j, 0 < E j)
    (hN : ∑ j, f j = N) (hs : 0 ≤ s) :
    chargeSum N E (fun j => f j * ((E j + s) / E j)) s = 0 := by
  have h : ∀ j, f j * ((E j + s) / E j) * E j / (E j + s) = f j := fun j => by
    have h1 : E j ≠ 0 := (hE j).ne'
    have h2 : E j + s ≠ 0 := (add_pos_of_pos_of_nonneg (hE j) hs).ne'
    rw [mul_assoc, div_mul_cancel₀ _ h1, mul_div_cancel_right₀ _ h2]
  unfold chargeSum
  rw [Finset.sum_congr rfl fun j _ => h j, hN, sub_self]

end

end ScissorChargeNeutrality
```

```lean
#print axioms ScissorChargeNeutrality.chargeSum_strictMonoOn
#print axioms ScissorChargeNeutrality.neutrality_violation
#print axioms ScissorChargeNeutrality.chargeSum_tendsto
#print axioms ScissorChargeNeutrality.neutrality_restored
```

```
'ScissorChargeNeutrality.chargeSum_strictMonoOn' depends on axioms: [propext, Classical.choice, Quot.sound]
'ScissorChargeNeutrality.neutrality_violation' depends on axioms: [propext, Classical.choice, Quot.sound]
'ScissorChargeNeutrality.chargeSum_tendsto' depends on axioms: [propext, Classical.choice, Quot.sound]
'ScissorChargeNeutrality.neutrality_restored' depends on axioms: [propext, Classical.choice, Quot.sound]
```
